# Positive trace-preserving linear maps do not increase the trace norm of a Hermitian matrix

Let $\Phi$ be a complex-linear map from $n\times n$ to $m\times m$ matrices that preserves the trace and sends positive semidefinite matrices to positive semidefinite matrices. Then for every Hermitian $X$, the sum of the absolute eigenvalues of $\Phi(X)$ is at most that of $X$. Applied to the difference of two density matrices, this says that their trace distance cannot grow under $\Phi$.

The physical question is what an environment can do to the difference between two preparations of a system. Relaxation and dephasing usually make two initial states harder to tell apart, and the trace distance $D$ measures how much difference remains. Its operational meaning is taken here from measurement theory: if either state is equally likely, the best single measurement identifies it with probability $(1+D)/2$.

## Matrices, states and maps

The system has finitely many levels. In the code `n` and `m` are finite index types that label the basis states before and after the map, so the two dimensions may differ.

```lean
import Mathlib

open Matrix
open scoped ComplexOrder

namespace TraceDistanceContraction

noncomputable section

variable {m n : Type*} [Fintype m] [DecidableEq m] [Fintype n] [DecidableEq n]
```

For Hermitian $X$ with eigenvalues $\lambda_i$, repeated according to multiplicity, put
$$\|X\|_1=\sum_i|\lambda_i| .$$

```lean
/-- The trace norm of a Hermitian matrix: the sum of the absolute values of its eigenvalues,
counted with multiplicity. -/
def traceNorm {X : Matrix n n ℂ} (hX : X.IsHermitian) : ℝ :=
  ∑ i, |hX.eigenvalues i|
```

The textbook trace norm $\operatorname{tr}\sqrt{X^\dagger X}$ is defined for every matrix and agrees with this sum when $X$ is Hermitian. `traceNorm` takes as its argument the proof `hX` that $X$ is Hermitian, because the real eigenvalues are obtained from that proof.

The map $\Phi$ is required to satisfy
$$A\ge 0\;\Rightarrow\;\Phi(A)\ge 0,\qquad \operatorname{tr}\Phi(A)=\operatorname{tr}A .$$
The first condition keeps populations nonnegative in every basis, and the second conserves total probability.

```lean
/-- A linear map on matrices that sends positive semidefinite matrices to positive semidefinite
matrices and preserves the trace. -/
structure IsPositiveTracePreserving (Φ : Matrix n n ℂ →ₗ[ℂ] Matrix m m ℂ) : Prop where
  pos : ∀ A : Matrix n n ℂ, A.PosSemidef → (Φ A).PosSemidef
  trace_eq : ∀ A : Matrix n n ℂ, (Φ A).trace = A.trace
```

Linearity over $\mathbb C$ is contained in the arrow `→ₗ[ℂ]`. Complete positivity, which concerns the system together with a bystander, is not required. A quantum channel has it, and is therefore included.

A density matrix $\rho$ satisfies $\rho\ge0$ and $\operatorname{tr}\rho=1$.

```lean
/-- A density matrix: positive semidefinite with unit trace. -/
structure IsDensity (ρ : Matrix n n ℂ) : Prop where
  pos : ρ.PosSemidef
  trace_one : ρ.trace = 1
```

For two density matrices $\rho$ and $\sigma$ the trace distance is
$$D(\rho,\sigma)=\tfrac12\|\rho-\sigma\|_1 .$$

```lean
/-- The trace distance of two density matrices: half the trace norm of their difference. -/
def traceDistance {ρ σ : Matrix n n ℂ} (hρ : IsDensity ρ) (hσ : IsDensity σ) : ℝ :=
  traceNorm (hρ.pos.isHermitian.sub hσ.pos.isHermitian) / 2
```

With the factor $\tfrac12$, orthogonal pure states have distance 1.

The step from this model to a real open system is the assumption that its evolution over the chosen time interval is given by one such $\Phi$, the same for all initial states compared. A system that starts uncorrelated with an environment in a fixed state meets it; initial correlations can spoil it.

## Splitting a Hermitian matrix into positive parts

The eigenvectors of $X$ form the columns of a unitary $U$, and
$$X=U\,\mathrm{diag}(\lambda_i)\,U^\dagger,\qquad U^\dagger U=UU^\dagger=1 .$$

```lean
/-- Every Hermitian matrix is diagonalised by a unitary matrix, with its eigenvalues on the
diagonal. -/
theorem exists_diagonalisation {X : Matrix n n ℂ} (hX : X.IsHermitian) :
    ∃ U : Matrix n n ℂ, Uᴴ * U = 1 ∧ U * Uᴴ = 1 ∧
      X = U * diagonal (fun i => (hX.eigenvalues i : ℂ)) * Uᴴ := by
  refine ⟨hX.eigenvectorUnitary, Matrix.mem_unitaryGroup_iff'.mp hX.eigenvectorUnitary.2,
    Matrix.mem_unitaryGroup_iff.mp hX.eigenvectorUnitary.2, ?_⟩
  have h := hX.spectral_theorem
  rw [Unitary.conjStarAlgAut_apply] at h
  exact h
```

Lean writes `Uᴴ` for $U^\dagger$. The decomposition is Mathlib's spectral theorem, restated as an ordinary matrix product.

Now separate the positive from the negative eigenvalues by setting
$$p_i=\tfrac12(|\lambda_i|+\lambda_i)\ge0,\qquad q_i=\tfrac12(|\lambda_i|-\lambda_i)\ge0,$$
$$P=U\,\mathrm{diag}(p_i)\,U^\dagger,\qquad N=U\,\mathrm{diag}(q_i)\,U^\dagger .$$
Both matrices are positive semidefinite, since $v^\dagger Pv=\sum_i p_i|(U^\dagger v)_i|^2\ge0$ for every vector $v$, and likewise for $N$. Because $p_i-q_i=\lambda_i$, we have $X=P-N$. The trace is cyclic and $p_i+q_i=|\lambda_i|$, so
$$\operatorname{tr}P+\operatorname{tr}N=\sum_i(p_i+q_i)=\|X\|_1 .$$

```lean
/-- A Hermitian matrix is a difference of two positive semidefinite matrices whose traces add up
to its trace norm. -/
theorem exists_positive_parts {X : Matrix n n ℂ} (hX : X.IsHermitian) :
    ∃ P N : Matrix n n ℂ, P.PosSemidef ∧ N.PosSemidef ∧ X = P - N ∧
      P.trace + N.trace = (traceNorm hX : ℂ) := by
  obtain ⟨U, h1, -, hU⟩ := exists_diagonalisation hX
  -- positive and negative parts of the spectrum
  let p : n → ℝ := fun i => (|hX.eigenvalues i| + hX.eigenvalues i) / 2
  let q : n → ℝ := fun i => (|hX.eigenvalues i| - hX.eigenvalues i) / 2
  have hp : ∀ i, 0 ≤ p i := fun i => by
    have := neg_abs_le (hX.eigenvalues i)
    simp only [p]
    linarith
  have hq : ∀ i, 0 ≤ q i := fun i => by
    have := le_abs_self (hX.eigenvalues i)
    simp only [q]
    linarith
  have hpsd : ∀ d : n → ℝ, (∀ i, 0 ≤ d i) →
      (U * diagonal (fun i => (d i : ℂ)) * Uᴴ).PosSemidef := fun d hd =>
    (Matrix.posSemidef_diagonal_iff.mpr
      fun i => Complex.zero_le_real.mpr (hd i)).mul_mul_conjTranspose_same U
  have htr : ∀ d : n → ℝ,
      (U * diagonal (fun i => (d i : ℂ)) * Uᴴ).trace = ∑ i, (d i : ℂ) := fun d => by
    rw [Matrix.trace_mul_cycle, h1, Matrix.one_mul, Matrix.trace_diagonal]
  have hd : diagonal (fun i => (hX.eigenvalues i : ℂ)) =
      diagonal (fun i => (p i : ℂ)) - diagonal (fun i => (q i : ℂ)) := by
    rw [Matrix.diagonal_sub]
    refine congrArg diagonal (funext fun i => ?_)
    simp only [p, q]
    push_cast
    ring
  refine ⟨_, _, hpsd p hp, hpsd q hq, ?_, ?_⟩
  · refine hU.trans ?_
    rw [hd, Matrix.mul_sub, Matrix.sub_mul]
  · rw [htr, htr, ← Finset.sum_add_distrib, traceNorm, Complex.ofReal_sum]
    refine Finset.sum_congr rfl fun i _ => ?_
    simp only [p, q]
    push_cast
    ring
```

In the proof, `hp` and `hq` give the two sign conditions, `hpsd` the positivity of $P$ and $N$, and `htr` their traces. The identity `hd` is $\lambda_i=p_i-q_i$ written for diagonal matrices. The trace is a complex number in Lean, so the real trace norm is converted to $\mathbb C$ in the last equation of the statement.

## Any positive splitting bounds the trace norm

Conversely, let $Y$ be Hermitian with $Y=A-B$ and $A,B\ge0$, where $A$ and $B$ need not commute. Let $\mu_i$ be the eigenvalues of $Y$, and let $U$ now diagonalise $Y$. In this eigenbasis write
$$a_i=(U^\dagger AU)_{ii}\ge0,\qquad b_i=(U^\dagger BU)_{ii}\ge0 .$$
The diagonal of $U^\dagger YU=U^\dagger AU-U^\dagger BU$ gives $\mu_i=a_i-b_i$. Since $a_i$ and $b_i$ are nonnegative,
$$-(a_i+b_i)\le\mu_i\le a_i+b_i,\qquad\text{so}\qquad|\mu_i|\le a_i+b_i .$$
Summing over $i$, and using that a unitary change of basis leaves the trace unchanged,
$$\|Y\|_1\le\sum_i(a_i+b_i)=\operatorname{tr}A+\operatorname{tr}B .$$

```lean
/-- If a Hermitian matrix is a difference of two positive semidefinite matrices, its trace norm
is at most the sum of their traces. -/
theorem traceNorm_le_of_eq_sub {Y A B : Matrix n n ℂ} (hY : Y.IsHermitian)
    (hA : A.PosSemidef) (hB : B.PosSemidef) (h : Y = A - B) :
    traceNorm hY ≤ (A.trace + B.trace).re := by
  obtain ⟨U, h1, h2, hU⟩ := exists_diagonalisation hY
  -- pass to the eigenbasis of Y
  have hD : Uᴴ * A * U - Uᴴ * B * U = diagonal (fun i => (hY.eigenvalues i : ℂ)) := by
    calc Uᴴ * A * U - Uᴴ * B * U = Uᴴ * (A - B) * U := by
          rw [Matrix.mul_sub, Matrix.sub_mul]
      _ = Uᴴ * (U * diagonal (fun i => (hY.eigenvalues i : ℂ)) * Uᴴ) * U :=
          congrArg (fun M => Uᴴ * M * U) (h.symm.trans hU)
      _ = (Uᴴ * U) * diagonal (fun i => (hY.eigenvalues i : ℂ)) * (Uᴴ * U) := by
          simp only [Matrix.mul_assoc]
      _ = diagonal (fun i => (hY.eigenvalues i : ℂ)) := by
          rw [h1, Matrix.one_mul, Matrix.mul_one]
  have ht : ∀ M : Matrix n n ℂ, (Uᴴ * M * U).trace = M.trace := fun M => by
    rw [Matrix.trace_mul_cycle, h2, Matrix.one_mul]
  have hpos : ∀ M : Matrix n n ℂ, M.PosSemidef → ∀ i, 0 ≤ ((Uᴴ * M * U) i i).re :=
    fun M hM i => (Complex.le_def.mp (hM.conjTranspose_mul_mul_same U).diag_nonneg).1
  -- each eigenvalue is a difference of two nonnegative diagonal entries
  have hi : ∀ i, |hY.eigenvalues i| ≤
      ((Uᴴ * A * U) i i).re + ((Uᴴ * B * U) i i).re := fun i => by
    have e := congrArg Complex.re (congrFun (congrFun hD i) i)
    simp only [Matrix.sub_apply, Matrix.diagonal_apply_eq, Complex.sub_re,
      Complex.ofReal_re] at e
    have ha := hpos A hA i
    have hb := hpos B hB i
    exact abs_le.mpr ⟨by linarith, by linarith⟩
  calc traceNorm hY ≤ ∑ i, (((Uᴴ * A * U) i i).re + ((Uᴴ * B * U) i i).re) :=
        Finset.sum_le_sum fun i _ => hi i
    _ = ((Uᴴ * A * U).trace + (Uᴴ * B * U).trace).re := by
        simp only [Matrix.trace, Matrix.diag_apply, Complex.add_re, Complex.re_sum,
          Finset.sum_add_distrib]
    _ = (A.trace + B.trace).re := by rw [ht, ht]
```

Here `hD` is the equation for $Y$ in its eigenbasis, `hpos` says that the diagonal entries are nonnegative, and `ht` is the invariance of the trace. The bound on a single eigenvalue is `hi`, and the closing `calc` block sums it. The real part `.re` in the statement turns the complex traces into a real number and loses nothing, since traces of positive semidefinite matrices are real.

## The contraction

Take the splitting $X=P-N$ found above. By linearity
$$\Phi(X)=\Phi(P)-\Phi(N),$$
and both terms are positive semidefinite, hence Hermitian. So $\Phi(X)$ is Hermitian, and this need not be assumed separately.

```lean
omit [DecidableEq m] in
/-- A positive trace-preserving linear map sends Hermitian matrices to Hermitian matrices. -/
theorem map_isHermitian {Φ : Matrix n n ℂ →ₗ[ℂ] Matrix m m ℂ}
    (hΦ : IsPositiveTracePreserving Φ) {X : Matrix n n ℂ} (hX : X.IsHermitian) :
    (Φ X).IsHermitian := by
  obtain ⟨P, N, hP, hN, h, -⟩ := exists_positive_parts hX
  rw [h, map_sub]
  exact (hΦ.pos P hP).isHermitian.sub (hΦ.pos N hN).isHermitian
```

The trace norm of $\Phi(X)$ is therefore defined. The bound of the previous step, with $A=\Phi(P)$ and $B=\Phi(N)$, followed by trace preservation, gives
$$\|\Phi(X)\|_1\le\operatorname{tr}\Phi(P)+\operatorname{tr}\Phi(N)=\operatorname{tr}P+\operatorname{tr}N=\|X\|_1 .$$

```lean
/-- Contraction: a positive trace-preserving linear map never increases the trace norm of a
Hermitian matrix. -/
theorem traceNorm_map_le {Φ : Matrix n n ℂ →ₗ[ℂ] Matrix m m ℂ}
    (hΦ : IsPositiveTracePreserving Φ) {X : Matrix n n ℂ} (hX : X.IsHermitian) :
    traceNorm (map_isHermitian hΦ hX) ≤ traceNorm hX := by
  obtain ⟨P, N, hP, hN, h, htr⟩ := exists_positive_parts hX
  have hsub : Φ X = Φ P - Φ N := by rw [h, map_sub]
  have key := traceNorm_le_of_eq_sub (map_isHermitian hΦ hX) (hΦ.pos P hP) (hΦ.pos N hN) hsub
  -- the traces of the two parts are unchanged by the map
  rwa [hΦ.trace_eq P, hΦ.trace_eq N, htr, Complex.ofReal_re] at key
```

The term `key` is the first inequality. The last line rewrites its right-hand side with the two trace equations and `htr`. "Contraction" is meant in the weak sense: equality is allowed.

Positivity does real work here. On $2\times2$ matrices consider
$$\Theta(X)=2X-\tfrac12(\operatorname{tr}X)\,1 .$$
This map is linear and preserves both the trace and Hermiticity, but it sends the state $\mathrm{diag}(1,0)$ to $\mathrm{diag}(\tfrac32,-\tfrac12)$, which has a negative population. It also sends $\mathrm{diag}(1,-1)$ to $\mathrm{diag}(2,-2)$, and the trace norm rises from 2 to 4. Preserving trace and Hermiticity is thus not enough for the bound.

## Trace distance between states

If $\rho$ is a density matrix, then $\Phi(\rho)\ge0$ and $\operatorname{tr}\Phi(\rho)=\operatorname{tr}\rho=1$, so $\Phi(\rho)$ is one too.

```lean
omit [DecidableEq m] [DecidableEq n] in
/-- A positive trace-preserving linear map sends density matrices to density matrices. -/
theorem map_isDensity {Φ : Matrix n n ℂ →ₗ[ℂ] Matrix m m ℂ}
    (hΦ : IsPositiveTracePreserving Φ) {ρ : Matrix n n ℂ} (hρ : IsDensity ρ) :
    IsDensity (Φ ρ) :=
  ⟨hΦ.pos ρ hρ.pos, (hΦ.trace_eq ρ).trans hρ.trace_one⟩
```

To pass from one Hermitian matrix to two states we use $\Phi(\rho-\sigma)=\Phi(\rho)-\Phi(\sigma)$. The two sides are equal matrices, and equal Hermitian matrices have the same trace norm. This is stated as a separate lemma because in Lean each trace norm carries its own proof of Hermiticity.

```lean
/-- Equal Hermitian matrices have equal trace norms. -/
theorem traceNorm_congr {X Y : Matrix n n ℂ} (h : X = Y) (hX : X.IsHermitian)
    (hY : Y.IsHermitian) : traceNorm hX = traceNorm hY := by
  subst h
  rfl
```

With $X=\rho-\sigma$ the contraction becomes
$$D(\Phi(\rho),\Phi(\sigma))=\tfrac12\|\Phi(\rho-\sigma)\|_1\le\tfrac12\|\rho-\sigma\|_1=D(\rho,\sigma).$$

```lean
/-- The trace distance of two density matrices does not increase under a positive
trace-preserving linear map. -/
theorem traceDistance_map_le {Φ : Matrix n n ℂ →ₗ[ℂ] Matrix m m ℂ}
    (hΦ : IsPositiveTracePreserving Φ) {ρ σ : Matrix n n ℂ}
    (hρ : IsDensity ρ) (hσ : IsDensity σ) :
    traceDistance (map_isDensity hΦ hρ) (map_isDensity hΦ hσ) ≤ traceDistance hρ hσ := by
  have hX := hρ.pos.isHermitian.sub hσ.pos.isHermitian
  have h := traceNorm_map_le hΦ hX
  rw [traceNorm_congr (map_sub Φ ρ σ) (map_isHermitian hΦ hX)
    ((map_isDensity hΦ hρ).pos.isHermitian.sub (map_isDensity hΦ hσ).pos.isHermitian)] at h
  unfold traceDistance
  linarith
```

For a finite-level master equation whose propagator from one time to a later one is linear, positive and trace preserving, as with a Lindblad generator, the trace distance between two solutions is no larger at the later time than at the earlier one. If the trace distance between two simulated density matrices is larger at the later time by more than numerical rounding, the computed evolution over that interval is not given by one such map.

## Reversible maps conserve the trace norm

Suppose a second positive trace-preserving linear map $\Psi$ undoes the first, so that $\Psi(\Phi(A))=A$ for all $A$. Applying the contraction to each map in turn,
$$\|X\|_1=\|\Psi(\Phi(X))\|_1\le\|\Phi(X)\|_1\le\|X\|_1,$$
and all three are equal.

```lean
/-- If a positive trace-preserving linear map is undone by another such map, it conserves the
trace norm of every Hermitian matrix. -/
theorem traceNorm_map_eq_of_reversible {Φ : Matrix n n ℂ →ₗ[ℂ] Matrix m m ℂ}
    {Ψ : Matrix m m ℂ →ₗ[ℂ] Matrix n n ℂ} (hΦ : IsPositiveTracePreserving Φ)
    (hΨ : IsPositiveTracePreserving Ψ) (hinv : ∀ A, Ψ (Φ A) = A)
    {X : Matrix n n ℂ} (hX : X.IsHermitian) :
    traceNorm (map_isHermitian hΦ hX) = traceNorm hX := by
  refine le_antisymm (traceNorm_map_le hΦ hX) ?_
  -- contraction under the reverse map gives the other inequality
  have h := traceNorm_map_le hΨ (map_isHermitian hΦ hX)
  rwa [traceNorm_congr (hinv X) _ hX] at h
```

`le_antisymm` joins the two inequalities. Only $\Psi\circ\Phi$ has to be the identity, so the output space may be larger than the input space. Unitary evolution $X\mapsto VXV^\dagger$, with $V$ unitary, is the familiar case, undone by $X\mapsto V^\dagger XV$.

## Complete dephasing as an example

Complete dephasing in a fixed basis keeps the populations and deletes the coherences:
$$\Delta(X)_{ij}=\delta_{ij}X_{ii} .$$
It is linear, because each entry of the result is either an entry of $X$ or zero.

```lean
/-- Complete dephasing: all off-diagonal elements are deleted and the diagonal is kept. -/
def dephasing : Matrix n n ℂ →ₗ[ℂ] Matrix n n ℂ where
  toFun X := diagonal fun i => X i i
  map_add' X Y := by
    ext i j
    by_cases h : i = j <;> simp [h]
  map_smul' c X := by
    ext i j
    by_cases h : i = j <;> simp [h]
```

If $A\ge0$, its diagonal entries are nonnegative, so the diagonal matrix $\Delta(A)$ is positive semidefinite. The trace only involves the diagonal, which is unchanged.

```lean
/-- Complete dephasing is positive and trace preserving. -/
theorem dephasing_witness :
    IsPositiveTracePreserving (dephasing : Matrix n n ℂ →ₗ[ℂ] Matrix n n ℂ) where
  pos _ hA := Matrix.posSemidef_diagonal_iff.mpr fun _ => hA.diag_nonneg
  trace_eq A := Matrix.trace_diagonal fun i => A i i

end

end TraceDistanceContraction
```

This gives a map satisfying both conditions in every finite dimension. For a two-level system it can remove all distinguishability: the pure states with vectors $(1,\pm1)/\sqrt2$ have trace distance 1, and $\Delta$ sends both to $\tfrac12\,1$, at distance 0.

```lean
#print axioms TraceDistanceContraction.traceNorm_map_le
-- 'TraceDistanceContraction.traceNorm_map_le' depends on axioms: [propext, Classical.choice, Quot.sound]
#print axioms TraceDistanceContraction.traceDistance_map_le
-- 'TraceDistanceContraction.traceDistance_map_le' depends on axioms: [propext, Classical.choice, Quot.sound]
#print axioms TraceDistanceContraction.traceNorm_map_eq_of_reversible
-- 'TraceDistanceContraction.traceNorm_map_eq_of_reversible' depends on axioms: [propext, Classical.choice, Quot.sound]
```
